# On a quadratic energy, a BFGS update keeps an old secant pair exactly when the two steps are conjugate or the estimate was already right along the new step

## Quadratic energy, secant pairs and the update

Let A be a real symmetric matrix, the Hessian of the quadratic energy

E(x) = ½ xᵀA x − bᵀx,

where x is a vector of coordinates and b a constant vector. The gradient is A x − b. A displacement s therefore changes the gradient by exactly

y = A s.

The pair (s, y) is called a secant pair. An estimate B of the Hessian reproduces the pair if B s = y. The number sᵀA s is the second derivative of E(x + t s) with respect to the real number t. It is called here the curvature of the energy along s; it includes the squared length of s, so it is the curvature per unit length only for a step of length 1. In the same sense, sᵀB s is the curvature that the estimate assigns to the step. Two steps p and s are conjugate if sᵀA p = 0.

The BFGS update replaces B by

B′ = B − (B s)(sᵀB) / (sᵀB s) + y yᵀ / (sᵀy).

The first correction removes what B says about the step s, and the second inserts the observed gradient change. Each correction is unaffected by a rescaling of s together with y, so only the direction of the step matters.

Here B estimates the Hessian itself, not its inverse. Throughout, p is an old step and s the new one.

## What happens to the older information

The update is built so that B′ s = y. Whether B′ also reproduces an older pair (p, A p), which B did reproduce, is a separate matter. If it does, the old pair is said to be inherited.

In two dimensions, two linearly independent steps whose pairs are both reproduced fix the matrix completely, so inheritance would give B′ = A after two updates. In geometry optimisation with a BFGS Hessian, the result below means that gradient changes from earlier steps can be lost even on an exactly quadratic energy surface, where there is no anharmonicity to blame.

## The criterion and the two examples

Suppose that A and B are symmetric, that B p = A p, and that sᵀA s and sᵀB s are both nonzero. Then

B′ s = A s and B′ p = A p

hold together if and only if

sᵀA p = 0 or B s = A s.

The first equation always holds under these assumptions, so the content lies in the second.

The examples use

A = [[2, 1], [1, 2]], B₀ = I, s₁ = (1, 0).

- With s₂ = (0, 1), which is not conjugate to s₁, two updates give B₂ s₁ = (11/6, 1), whereas y₁ = A s₁ = (2, 1).
- With s₂ = (−1, 2), which is conjugate to s₁, two updates give B₂ = A.

## How the Lean statements express this

The type `n` is any finite index set for the coordinates, and a displacement or gradient change is a function `n → ℝ`. The product `A *ᵥ s` is A s, the product `s ᵥ* B` is the row sᵀB, and `s ⬝ᵥ A *ᵥ p` is the number sᵀA p. The outer product u vᵀ is `vecMulVec u v`. The function `bfgs B s y` is the formula for B′, written with inverses of the two denominators.

In `heredity_iff`, the hypotheses `hA` and `hB` state the symmetry of A and B, and `hp` says that B reproduces the old pair. The hypotheses `ha` and `hb` say that the energy and its estimate both have nonzero curvature along the new step. Physically, `ha` means that the slope along s changes during the step. Positive curvature is not required, so A may also describe a saddle point.

The energy E does not occur in the file. It enters through the choice `A *ᵥ s` for the gradient change, which is exact for a quadratic energy and only approximate for a general one. The arithmetic is that of exact real numbers. The steps are given vectors: no line search, trust radius or other rule for generating them is modelled. The old pair need not come from a BFGS update either, since `hp` is all that is used about it.

The theorem `heredity_fails` states four things about the coordinate steps: the overlap s₂ᵀA s₁ is 1, the vector B₂ s₁ is (11/6, 1), the true gradient change is (2, 1), and the last two differ. The theorem `conjugate_steps_exact` states that the overlap vanishes for the step (−1, 2) and that the second update then returns the matrix `hess`, which is A.

## The error on the old pair

Apply B′ to an arbitrary vector x:

B′ x = B x − [(sᵀB x) / (sᵀB s)] B s + [(yᵀx) / (sᵀy)] y.

For x = s both fractions equal 1, which leaves

B′ s = B s − B s + y = y.

Now take x = p and y = A s. Since B p = A p, the first numerator is

sᵀB p = sᵀA p.

Since A is symmetric, the second numerator is the same number:

yᵀp = (A s)ᵀp = pᵀA s = sᵀA p.

Subtracting A p from B′ p gives the error on the old pair:

B′ p − A p = (sᵀA p) [ A s / (sᵀA s) − B s / (sᵀB s) ].

The error is thus the overlap of the two steps in the metric of the Hessian, times a difference of two vectors. Each of these vectors is a gradient change, true or estimated, divided by the corresponding curvature.

## When the error vanishes

If sᵀA p = 0, the prefactor is zero. If B s = A s, the two curvatures agree as well, and the bracket is zero. In both cases the old pair is inherited.

For the converse, let the error vanish and let c = sᵀA p be nonzero. Then the bracket must be zero:

A s / (sᵀA s) = B s / (sᵀB s).

This alone says only that A s and B s are parallel. To fix their ratio, take the scalar product with p. On the left, pᵀA s = c. On the right, the symmetry of B and the old secant equation give

pᵀB s = sᵀB p = sᵀA p = c.

Hence

c / (sᵀA s) = c / (sᵀB s),

and since c ≠ 0 the two curvatures are equal. The parallel vectors then have the same scale, so A s = B s.

## The numbers for two coordinates

For s₁ = (1, 0) and B₀ = I, we have B₀ s₁ = (1, 0), y₁ = (2, 1), s₁ᵀB₀ s₁ = 1 and s₁ᵀy₁ = 2. The first update is

B₁ = I − [[1, 0], [0, 0]] + ½ [[4, 2], [2, 1]] = [[2, 1], [1, 3/2]].

Its first column is y₁, as the secant equation demands. The remaining diagonal element is 3/2 instead of 2.

For the second step s₂ = (0, 1),

A s₂ = (1, 2), with curvature 2,

B₁ s₂ = (1, 3/2), with curvature 3/2.

The overlap s₂ᵀA s₁ is 1, so the error on the first pair is

(1/2, 1) − (2/3, 1) = (−1/6, 0),

and therefore

B₂ s₁ = (2, 1) + (−1/6, 0) = (11/6, 1).

For the conjugate step s₂ = (−1, 2),

A s₂ = (0, 3), with curvature 6,

B₁ s₂ = (0, 2), with curvature 4.

Both corrections now touch only the second diagonal element, which becomes

3/2 − 4/4 + 9/6 = 2.

This is the missing entry of A, so B₂ = A.

## The Lean file

```lean
import Mathlib

open Matrix

namespace BFGSHeredity

noncomputable section

variable {n : Type*} [Fintype n]

/-- The BFGS update of a Hessian estimate `B` for a step `s` and a gradient change `y`. -/
def bfgs (B : Matrix n n ℝ) (s y : n → ℝ) : Matrix n n ℝ :=
  B - (s ⬝ᵥ B *ᵥ s)⁻¹ • vecMulVec (B *ᵥ s) (s ᵥ* B) + (s ⬝ᵥ y)⁻¹ • vecMulVec y y

/-- A scaled rank-one matrix sends every vector to a multiple of its column vector. -/
theorem rankOne_mulVec (c : ℝ) (u v x : n → ℝ) :
    (c • vecMulVec u v) *ᵥ x = (c * (v ⬝ᵥ x)) • u := by
  ext i
  simp only [Matrix.mulVec, dotProduct, Matrix.smul_apply, Matrix.vecMulVec_apply,
    Pi.smul_apply, smul_eq_mul, Finset.mul_sum, Finset.sum_mul]
  exact Finset.sum_congr rfl fun j _ => by ring

/-- The action of the updated Hessian estimate on an arbitrary displacement `x`. -/
theorem bfgs_mulVec (B : Matrix n n ℝ) (s y x : n → ℝ) :
    bfgs B s y *ᵥ x = B *ᵥ x - ((s ⬝ᵥ B *ᵥ s)⁻¹ * (s ⬝ᵥ B *ᵥ x)) • (B *ᵥ s)
      + ((s ⬝ᵥ y)⁻¹ * (y ⬝ᵥ x)) • y := by
  rw [bfgs, Matrix.add_mulVec, Matrix.sub_mulVec, rankOne_mulVec, rankOne_mulVec,
    Matrix.dotProduct_mulVec s B x]

/-- The updated estimate satisfies the secant equation for the newest step. -/
theorem bfgs_secant (B : Matrix n n ℝ) (s y : n → ℝ)
    (hB : s ⬝ᵥ B *ᵥ s ≠ 0) (hy : s ⬝ᵥ y ≠ 0) : bfgs B s y *ᵥ s = y := by
  rw [bfgs_mulVec, dotProduct_comm y s, inv_mul_cancel₀ hB, inv_mul_cancel₀ hy,
    one_smul, one_smul, sub_self, zero_add]

/-- A symmetric matrix gives a symmetric bilinear form. -/
theorem form_symm {A : Matrix n n ℝ} (hA : A.IsSymm) (p s : n → ℝ) :
    p ⬝ᵥ A *ᵥ s = s ⬝ᵥ A *ᵥ p := by
  rw [Matrix.dotProduct_mulVec p A s, ← Matrix.mulVec_transpose, hA.eq, dotProduct_comm]

/-- If `B` reproduces an old secant pair, the error made on that pair after a new update is
proportional to the overlap `s ⬝ᵥ A *ᵥ p` of the new step with the old one in the metric of the
Hessian. -/
theorem heredity_defect {A B : Matrix n n ℝ} (hA : A.IsSymm) (p s : n → ℝ)
    (hp : B *ᵥ p = A *ᵥ p) :
    bfgs B s (A *ᵥ s) *ᵥ p - A *ᵥ p = (s ⬝ᵥ A *ᵥ p) •
      ((s ⬝ᵥ A *ᵥ s)⁻¹ • (A *ᵥ s) - (s ⬝ᵥ B *ᵥ s)⁻¹ • (B *ᵥ s)) := by
  rw [bfgs_mulVec, hp, dotProduct_comm (A *ᵥ s) p, form_symm hA p s]
  module

/-- On a quadratic energy with Hessian `A`, let a symmetric estimate `B` reproduce an old secant
pair, and let `A` and `B` both have nonzero curvature along the new step. Then the BFGS update
reproduces both the new and the old pair exactly when the two steps are conjugate or `B` was already
correct along the new step. -/
theorem heredity_iff {A B : Matrix n n ℝ} (hA : A.IsSymm) (hB : B.IsSymm) (p s : n → ℝ)
    (hp : B *ᵥ p = A *ᵥ p) (ha : s ⬝ᵥ A *ᵥ s ≠ 0) (hb : s ⬝ᵥ B *ᵥ s ≠ 0) :
    (bfgs B s (A *ᵥ s) *ᵥ s = A *ᵥ s ∧ bfgs B s (A *ᵥ s) *ᵥ p = A *ᵥ p) ↔
      (s ⬝ᵥ A *ᵥ p = 0 ∨ B *ᵥ s = A *ᵥ s) := by
  constructor
  · rintro ⟨_, h⟩
    by_cases hc : s ⬝ᵥ A *ᵥ p = 0
    · exact Or.inl hc
    right
    -- without conjugacy the normalised vectors `A s` and `B s` must coincide
    have h0 : (s ⬝ᵥ A *ᵥ s)⁻¹ • (A *ᵥ s) - (s ⬝ᵥ B *ᵥ s)⁻¹ • (B *ᵥ s) = 0 := by
      have hd := heredity_defect hA p s hp
      rw [h, sub_self] at hd
      exact (smul_eq_zero.mp hd.symm).resolve_left hc
    -- pairing with the old step shows that the two curvatures agree
    have h1 : p ⬝ᵥ ((s ⬝ᵥ A *ᵥ s)⁻¹ • (A *ᵥ s) - (s ⬝ᵥ B *ᵥ s)⁻¹ • (B *ᵥ s)) = 0 := by
      rw [h0, dotProduct_zero]
    rw [dotProduct_sub, dotProduct_smul, dotProduct_smul, form_symm hA p s,
      form_symm hB p s, hp, smul_eq_mul, smul_eq_mul, ← sub_mul] at h1
    have h2 : (s ⬝ᵥ A *ᵥ s)⁻¹ = (s ⬝ᵥ B *ᵥ s)⁻¹ :=
      sub_eq_zero.mp ((mul_eq_zero.mp h1).resolve_right hc)
    rw [h2, ← smul_sub] at h0
    exact (sub_eq_zero.mp ((smul_eq_zero.mp h0).resolve_left (inv_ne_zero hb))).symm
  · intro h
    refine ⟨bfgs_secant B s _ hb ha, sub_eq_zero.mp ?_⟩
    rw [heredity_defect hA p s hp]
    rcases h with h | h
    · rw [h, zero_smul]
    · rw [h, sub_self, smul_zero]

/-- The Hessian of the two-dimensional model energy. -/
def hess : Matrix (Fin 2) (Fin 2) ℝ := !![2, 1; 1, 2]

/-- The estimate after one BFGS update of the identity along the first coordinate axis. -/
def firstEstimate : Matrix (Fin 2) (Fin 2) ℝ := bfgs 1 ![1, 0] (hess *ᵥ ![1, 0])

/-- The explicit entries of the estimate after the first update. -/
theorem firstEstimate_eq : firstEstimate = !![2, 1; 1, 3 / 2] := by
  ext i j
  fin_cases i <;> fin_cases j <;>
    simp [firstEstimate, bfgs, hess, Matrix.mulVec, dotProduct,
      Matrix.vecMulVec_apply, Fin.sum_univ_two, Matrix.one_apply]
  norm_num

/-- Starting from the identity, two BFGS updates along the coordinate axes, first `(1, 0)` and then
`(0, 1)`, which are not conjugate for the model Hessian, give `(11/6, 1)` on the first step, whereas
the true gradient change is `(2, 1)`. -/
theorem heredity_fails :
    ![0, 1] ⬝ᵥ hess *ᵥ ![1, 0] = 1 ∧
    bfgs firstEstimate ![0, 1] (hess *ᵥ ![0, 1]) *ᵥ ![1, 0] = ![11 / 6, 1] ∧
    hess *ᵥ ![1, 0] = ![2, 1] ∧
    bfgs firstEstimate ![0, 1] (hess *ᵥ ![0, 1]) *ᵥ ![1, 0] ≠ hess *ᵥ ![1, 0] := by
  have h1 : bfgs firstEstimate ![0, 1] (hess *ᵥ ![0, 1]) *ᵥ ![1, 0] = ![11 / 6, 1] := by
    rw [firstEstimate_eq, bfgs_mulVec]
    ext i
    fin_cases i <;>
      simp [hess, Matrix.mulVec, dotProduct, Fin.sum_univ_two]
    norm_num
  have h2 : hess *ᵥ ![1, 0] = ![2, 1] := by
    ext i
    fin_cases i <;> simp [hess, Matrix.mulVec, dotProduct, Fin.sum_univ_two]
  refine ⟨?_, h1, h2, ?_⟩
  · rw [h2]
    simp [dotProduct, Fin.sum_univ_two]
  · rw [h1, h2]
    intro h
    have h0 := congrFun h 0
    norm_num at h0

/-- If the second step is `(-1, 2)`, which is conjugate to the first, two BFGS updates
recover the model Hessian exactly. -/
theorem conjugate_steps_exact :
    ![-1, 2] ⬝ᵥ hess *ᵥ ![1, 0] = 0 ∧
    bfgs firstEstimate ![-1, 2] (hess *ᵥ ![-1, 2]) = hess := by
  constructor
  · simp [hess, Matrix.mulVec, dotProduct, Fin.sum_univ_two]
  · -- the three vectors that enter the second update
    have hB : (!![2, 1; 1, 3 / 2] : Matrix (Fin 2) (Fin 2) ℝ) *ᵥ ![-1, 2] = ![0, 2] := by
      ext i
      simp only [Matrix.mulVec, dotProduct, Fin.sum_univ_two]
      fin_cases i <;> simp
      norm_num
    have hv : ![-1, 2] ᵥ* (!![2, 1; 1, 3 / 2] : Matrix (Fin 2) (Fin 2) ℝ) = ![0, 2] := by
      ext i
      simp only [Matrix.vecMul, dotProduct, Fin.sum_univ_two]
      fin_cases i <;> simp
      norm_num
    have hA : hess *ᵥ ![-1, 2] = ![0, 3] := by
      ext i
      simp only [hess, Matrix.mulVec, dotProduct, Fin.sum_univ_two]
      fin_cases i <;> simp
      norm_num
    rw [firstEstimate_eq, bfgs, hB, hv, hA]
    ext i j
    simp only [Matrix.add_apply, Matrix.sub_apply, Matrix.smul_apply,
      Matrix.vecMulVec_apply, smul_eq_mul, dotProduct, Fin.sum_univ_two]
    fin_cases i <;> fin_cases j <;> simp [hess]
    norm_num

end

end BFGSHeredity
```

```lean
#print axioms BFGSHeredity.heredity_iff
-- 'BFGSHeredity.heredity_iff' depends on axioms: [propext, Classical.choice, Quot.sound]
#print axioms BFGSHeredity.heredity_fails
-- 'BFGSHeredity.heredity_fails' depends on axioms: [propext, Classical.choice, Quot.sound]
#print axioms BFGSHeredity.conjugate_steps_exact
-- 'BFGSHeredity.conjugate_steps_exact' depends on axioms: [propext, Classical.choice, Quot.sound]
```

## From the update formula to the error

The lemma `rankOne_mulVec` says that c u vᵀ sends x to c (vᵀx) u. It is proved component by component: the matrix product is written as a sum, and `ring` compares the terms. With it, `bfgs_mulVec` obtains the formula for B′ x by distributing the product over the three parts of the update. The rewrite with `Matrix.dotProduct_mulVec` identifies sᵀ(B x) with (sᵀB) x.

The new secant equation is `bfgs_secant`. Its two uses of `inv_mul_cancel₀` are the points at which both fractions become 1, and they need the two nonzero denominators. Symmetry is not needed there.

The lemma `form_symm` is the identity pᵀA s = sᵀA p for symmetric A. In `heredity_defect` it turns the second numerator into the overlap, while `hp` does the same for the first. What remains is a rearrangement of multiples of A s and B s, which `module` carries out. This lemma uses the symmetry of A but not that of B. It has no condition on the denominators because Lean sets the inverse of zero to zero; its reading as an error of the BFGS update presupposes that they are nonzero.

## The two directions of the criterion

In the forward direction of `heredity_iff`, `by_cases` separates conjugate steps from the others. For conjugate steps the first alternative holds at once. Otherwise the argument follows the derivation above in three stages:

- `h0` says that the bracket in the error formula is zero. It follows from `smul_eq_zero`: a multiple of a vector vanishes only if the factor or the vector does, and the factor is the nonzero overlap.
- `h1` is the scalar product of the bracket with p. The rewrites with `form_symm` and `hp` turn both terms into multiples of the same overlap, and `← sub_mul` factors it out.
- `h2` cancels the overlap and states that the inverse curvatures are equal.

Putting `h2` into `h0` leaves a nonzero multiple of A s − B s equal to zero, hence B s = A s.

The reverse direction takes the new secant equation from `bfgs_secant` and the old one from the error formula. The two alternatives make the prefactor or the bracket vanish.

## Checking the examples

The examples are computed directly from the update, without appeal to the general criterion. The theorem `firstEstimate_eq` finds the four entries of B₁. In `heredity_fails`, `h1` evaluates B₂ s₁ through `bfgs_mulVec`, so the full matrix B₂ is never formed. The inequality at the end compares the first components, which have index 0 in Lean, and `norm_num` refutes 11/6 = 2.

For the conjugate step the whole matrix is needed. The proof of `conjugate_steps_exact` first computes the column B₁ s₂, the row s₂ᵀB₁ and the gradient change A s₂ as `hB`, `hv` and `hA`. The column and the row have the same entries because B₁ is symmetric. After these are substituted into the definition of `bfgs`, the result is compared with A entry by entry.
